# The pseudocharge profile (1 − r²/R²)^n has Fourier decay of exact order n + 2

I model the smooth charge inside a sphere of radius R by the radial profile (1 − r²/R²)^n, set to zero outside. Raising n by one makes the edge smoother, and repeated integration by parts suggests that the Fourier coefficients then fall faster by one power of the wave number G. But that only gives me an upper bound. Could the boundary terms cancel, so that the true gain is larger for some n?

## One power of G per smoothing power, and no more

No. Write w_n(r) = (1 − r²/R²)^n and take G as a continuous real variable. Define

F_n(G) = ∫₀ᴿ r w_n(r) sin(Gr)/G dr
C_n(G) = ∫₀ᴿ w_n(r) cos(Gr) dr

F_n is the form factor without its factor 4π; C_n is auxiliary. The profile satisfies

w_(n+1)′ = −(2(n+1)/R²) r w_n.

Integrate the derivative of w_(n+1) sin(Gr)/G over [0, R]. Both boundary terms vanish, so

2(n+1) F_n = R² C_(n+1).

Next integrate the derivative of r w_(n+1) cos(Gr), using (r²/R²) w_n = w_n − w_(n+1):

G² F_(n+1) = (2n+3) C_(n+1) − 2(n+1) C_n.

Eliminating F_(n+1) gives

G² C_(n+2) = (2(n+2)/R²) [(2n+3) C_(n+1) − 2(n+1) C_n].

The starting values are

G C_0 = sin(GR)
G² C_1 = (2/R²) [sin(GR)/G − R cos(GR)].

The second follows from 2F_0 = R² C_1 and C_0 − G² F_0 = R cos(GR), the integral of (r cos(Gr))′.

Let A_n = n! (2/R)^n. Induction gives

G^(n+1) C_n = A_n sin(GR − nπ/2) + O(1/G).

Indeed, after multiplying the recursion by G^(n+1), the C_(n+1) term is O(1/G). The C_n term supplies the factor 4(n+1)(n+2)/R² = A_(n+2)/A_n and a minus sign, which is a phase shift by π. Since R² A_(n+1)/(2(n+1)) = R A_n,

G^(n+2) F_n = −R A_n cos(GR − nπ/2) + O(1/G).

This is bounded for G ≥ 1. At G = (nπ/2 + 2πm)/R the cosine is 1, so as m → ∞ the values approach −R A_n ≠ 0. If G^s F_n were bounded for some s > n + 2, then G^(n+2) F_n would tend to zero, a contradiction.

## What the theorems say about the form factor

`formFactor R n G` is F_n(G), `cosTransform` is C_n and `amplitude` is A_n. The only hypothesis is `0 < R`; n is any natural number, including the unsmoothed sphere n = 0. `formFactor_bounded_not_tendsto_zero` states that G^(n+2) F_n is bounded on G ≥ 1 and does not tend to zero. `decay_exponent` says that, for real s, G^s F_n is bounded on G ≥ 1 exactly when s ≤ n + 2.

The theorems assert that a bound exists for each R and n but give no value for it, so no particular cutoff is certified. The bound applies at reciprocal-lattice lengths |G| ≥ 1, but the result that no larger exponent works concerns continuous G, not a given lattice. Higher multipoles are not treated.

## Where F_n enters a plane-wave Poisson solver

For a spherical pseudocharge of charge q centred at τ in a cell of volume Ω, choose c so that 4πc ∫₀ᴿ r² w_n dr = q. For each reciprocal vector G ≠ 0, a plane-wave solver that uses this pseudocharge adds

(4πc/Ω) F_n(|G|) exp(−iG·τ)

to the density coefficient, then multiplies the total by 4π/|G|² (Hartree atomic units) to get the coefficient of the electrostatic potential of this smoothed density. Inside the sphere, that is in general not the potential of the charge that the pseudocharge replaces.

## From the recursion to the Lean proof

`formFactor_eq_cosTransform` and `formFactor_succ` are the two integrations by parts: `hd` is the derivative, `hedge` the vanishing edge value. `cosTransform_asymptotics` treats 0, 1 and n + 2 separately, with the recursion as `hrec`; `abs_le_of_near_wave` bounds the C_(n+1) term. `formFactor_asymptotics` transfers the result to F_n. The special wave numbers appear in `hseq` and `hcos`, and uniqueness of limits gives the contradiction. `decay_exponent` then compares powers by a squeeze argument.

```lean
import Mathlib

open Real Filter Topology

namespace SmoothPseudocharge

noncomputable section

/-- Radial profile `(1 - r²/R²)^n` of a pseudocharge in a sphere of radius `R ≠ 0`. -/
def profile (R : ℝ) (n : ℕ) (r : ℝ) : ℝ := (1 - r ^ 2 / R ^ 2) ^ n

/-- Radial Fourier integral of the pseudocharge at wave number `G ≠ 0`, without the factor `4π`. -/
def formFactor (R : ℝ) (n : ℕ) (G : ℝ) : ℝ :=
  ∫ r in (0 : ℝ)..R, r * profile R n r * sin (G * r) / G

/-- Cosine transform of the radial profile over `[0, R]`. -/
def cosTransform (R : ℝ) (n : ℕ) (G : ℝ) : ℝ :=
  ∫ r in (0 : ℝ)..R, profile R n r * cos (G * r)

/-- The number `n! (2/R)^n`, for `R ≠ 0`. -/
def amplitude (R : ℝ) (n : ℕ) : ℝ := (n.factorial : ℝ) * (2 / R) ^ n

/-- The amplitude is positive for a sphere of positive radius. -/
theorem amplitude_pos {R : ℝ} (hR : 0 < R) (n : ℕ) : 0 < amplitude R n := by
  unfold amplitude
  positivity

/-- The slope of the profile with smoothing power `n + 1` is `r` times the profile with power `n`,
up to a constant factor. -/
theorem hasDerivAt_profile (R : ℝ) (n : ℕ) (r : ℝ) :
    HasDerivAt (profile R (n + 1)) (-(2 * (n + 1) / R ^ 2) * (r * profile R n r)) r := by
  have h := (((hasDerivAt_pow 2 r).div_const (R ^ 2)).const_sub 1).fun_pow (n + 1)
  change HasDerivAt (fun x => (1 - x ^ 2 / R ^ 2) ^ (n + 1)) _ r
  refine h.congr_deriv ?_
  simp only [profile, Nat.add_sub_cancel, show 2 - 1 = 1 from rfl, pow_one]
  push_cast
  ring

/-- For `R, G ≠ 0` the form factor is proportional to the cosine transform of the next
smoother profile. -/
theorem formFactor_eq_cosTransform {R G : ℝ} (hR : R ≠ 0) (hG : G ≠ 0) (n : ℕ) :
    2 * (n + 1) * formFactor R n G = R ^ 2 * cosTransform R (n + 1) G := by
  have hd : ∀ r ∈ Set.uIcc 0 R, HasDerivAt (fun r => profile R (n + 1) r * (sin (G * r) / G))
      (profile R (n + 1) r * cos (G * r)
        - 2 * (n + 1) / R ^ 2 * (r * profile R n r * sin (G * r) / G)) r := by
    intro r _
    refine ((hasDerivAt_profile R n r).fun_mul
      ((((hasDerivAt_id' r).const_mul G).sin).div_const G)).congr_deriv ?_
    have hc : cos (G * r) * (G * 1) / G = cos (G * r) := by field_simp
    rw [hc]
    ring
  have i1 : IntervalIntegrable (fun r => profile R (n + 1) r * cos (G * r))
      MeasureTheory.volume 0 R :=
    Continuous.intervalIntegrable (by unfold profile; fun_prop) _ _
  have i2 : IntervalIntegrable
      (fun r => 2 * (n + 1) / R ^ 2 * (r * profile R n r * sin (G * r) / G))
      MeasureTheory.volume 0 R :=
    Continuous.intervalIntegrable (by unfold profile; fun_prop) _ _
  have hI := intervalIntegral.integral_eq_sub_of_hasDerivAt hd (i1.sub i2)
  -- the boundary terms vanish at the centre and at the sphere
  have hedge : profile R (n + 1) R = 0 := by simp [profile, hR]
  rw [intervalIntegral.integral_sub i1 i2, intervalIntegral.integral_const_mul] at hI
  simp only [hedge, mul_zero, zero_mul, sin_zero, zero_div, sub_zero] at hI
  change cosTransform R (n + 1) G - 2 * (n + 1) / R ^ 2 * formFactor R n G = 0 at hI
  have hk : R ^ 2 * (2 * ((n : ℝ) + 1) / R ^ 2) = 2 * (n + 1) := by field_simp
  linear_combination (-R ^ 2) * hI - formFactor R n G * hk

/-- For `R, G ≠ 0`, one more smoothing power expresses `G²` times the form factor through
two cosine transforms. -/
theorem formFactor_succ {R G : ℝ} (hR : R ≠ 0) (hG : G ≠ 0) (n : ℕ) :
    G ^ 2 * formFactor R (n + 1) G
      = (2 * n + 3) * cosTransform R (n + 1) G - 2 * (n + 1) * cosTransform R n G := by
  have hd : ∀ r ∈ Set.uIcc 0 R, HasDerivAt (fun r => r * (profile R (n + 1) r * cos (G * r)))
      ((2 * n + 3) * (profile R (n + 1) r * cos (G * r))
        - 2 * (n + 1) * (profile R n r * cos (G * r))
        - G ^ 2 * (r * profile R (n + 1) r * sin (G * r) / G)) r := by
    intro r _
    refine ((hasDerivAt_id' r).fun_mul ((hasDerivAt_profile R n r).fun_mul
      ((hasDerivAt_id' r).const_mul G).cos)).congr_deriv ?_
    have hg : G ^ 2 * (r * profile R (n + 1) r * sin (G * r) / G)
        = G * (r * profile R (n + 1) r * sin (G * r)) := by field_simp
    have hw : profile R (n + 1) r = profile R n r * (1 - r ^ 2 / R ^ 2) := pow_succ _ _
    rw [hg, hw]
    ring
  have i1 : IntervalIntegrable (fun r => (2 * n + 3) * (profile R (n + 1) r * cos (G * r)))
      MeasureTheory.volume 0 R :=
    Continuous.intervalIntegrable (by unfold profile; fun_prop) _ _
  have i2 : IntervalIntegrable (fun r => 2 * (n + 1) * (profile R n r * cos (G * r)))
      MeasureTheory.volume 0 R :=
    Continuous.intervalIntegrable (by unfold profile; fun_prop) _ _
  have i3 : IntervalIntegrable
      (fun r => G ^ 2 * (r * profile R (n + 1) r * sin (G * r) / G)) MeasureTheory.volume 0 R :=
    Continuous.intervalIntegrable (by unfold profile; fun_prop) _ _
  have hI := intervalIntegral.integral_eq_sub_of_hasDerivAt hd ((i1.sub i2).sub i3)
  have hedge : profile R (n + 1) R = 0 := by simp [profile, hR]
  rw [intervalIntegral.integral_sub (i1.sub i2) i3, intervalIntegral.integral_sub i1 i2] at hI
  simp only [intervalIntegral.integral_const_mul, hedge, mul_zero, zero_mul, sub_zero] at hI
  change (2 * n + 3) * cosTransform R (n + 1) G - 2 * (n + 1) * cosTransform R n G
    - G ^ 2 * formFactor R (n + 1) G = 0 at hI
  linear_combination -hI

/-- A signal within `K/G` of an oscillation of amplitude `A ≥ 0` is at most `K + A` in size,
for `K ≥ 0` and `G ≥ 1`. -/
theorem abs_le_of_near_wave {x A s K G : ℝ} (h : |x - A * s| ≤ K / G) (hs : |s| ≤ 1)
    (hA : 0 ≤ A) (hK : 0 ≤ K) (hG : 1 ≤ G) : |x| ≤ K + A := by
  have h1 : K / G ≤ K := div_le_self hK hG
  have h2 : |A * s| ≤ A := by
    rw [abs_mul, abs_of_nonneg hA]
    exact mul_le_of_le_one_right hA hs
  have h3 := abs_sub_abs_le_abs_sub x (A * s)
  linarith

/-- For `R > 0` the cosine transform times `G^(n+1)` is a pure oscillation of amplitude
`n! (2/R)^n`, up to an error of order `1/G` on `G ≥ 1`. -/
theorem cosTransform_asymptotics {R : ℝ} (hR : 0 < R) : ∀ n : ℕ, ∃ K : ℝ, 0 ≤ K ∧
    ∀ G : ℝ, 1 ≤ G → |G ^ (n + 1) * cosTransform R n G
      - amplitude R n * sin (G * R - (n : ℝ) * (π / 2))| ≤ K / G
  | 0 => by
    refine ⟨0, le_rfl, fun G hG => ?_⟩
    have hG0 : G ≠ 0 := by linarith
    have h : G * cosTransform R 0 G = sin (G * R) := by
      simp [cosTransform, profile, intervalIntegral.integral_comp_mul_left, hG0]
    simp [amplitude, h]
  | 1 => by
    refine ⟨2 / R ^ 2, by positivity, fun G hG => ?_⟩
    have hGp : 0 < G := by linarith
    have h0 : cosTransform R 0 G = sin (G * R) / G := by
      simp [cosTransform, profile, intervalIntegral.integral_comp_mul_left, hGp.ne',
        div_eq_inv_mul]
    -- integration by parts for the unsmoothed sphere
    have hd : ∀ r ∈ Set.uIcc 0 R, HasDerivAt (fun r => r * cos (G * r))
        (profile R 0 r * cos (G * r) - G ^ 2 * (r * profile R 0 r * sin (G * r) / G)) r := by
      intro r _
      refine ((hasDerivAt_id' r).fun_mul ((hasDerivAt_id' r).const_mul G).cos).congr_deriv ?_
      have hg : G ^ 2 * (r * 1 * sin (G * r) / G) = G * (r * sin (G * r)) := by field_simp
      simp only [profile, pow_zero]
      rw [hg]
      ring
    have i1 : IntervalIntegrable (fun r => profile R 0 r * cos (G * r))
        MeasureTheory.volume 0 R :=
      Continuous.intervalIntegrable (by unfold profile; fun_prop) _ _
    have i2 : IntervalIntegrable (fun r => G ^ 2 * (r * profile R 0 r * sin (G * r) / G))
        MeasureTheory.volume 0 R :=
      Continuous.intervalIntegrable (by unfold profile; fun_prop) _ _
    have hI := intervalIntegral.integral_eq_sub_of_hasDerivAt hd (i1.sub i2)
    rw [intervalIntegral.integral_sub i1 i2, intervalIntegral.integral_const_mul] at hI
    simp only [zero_mul, sub_zero] at hI
    change cosTransform R 0 G - G ^ 2 * formFactor R 0 G = R * cos (G * R) at hI
    have hF := formFactor_eq_cosTransform hR.ne' hGp.ne' 0
    simp only [Nat.cast_zero, zero_add, mul_one] at hF
    have h1 : G ^ (1 + 1) * cosTransform R 1 G
        = 2 / R ^ 2 * (sin (G * R) / G - R * cos (G * R)) := by
      rw [← h0, div_mul_eq_mul_div, eq_div_iff (pow_ne_zero 2 hR.ne')]
      linear_combination (-G ^ 2) * hF - 2 * hI
    have hs : sin (G * R - ((1 : ℕ) : ℝ) * (π / 2)) = -cos (G * R) := by
      rw [Nat.cast_one, one_mul, sin_sub_pi_div_two]
    have ha : amplitude R 1 = 2 / R := by simp [amplitude]
    have hk : 2 / R ^ 2 * R = 2 / R := by field_simp
    have key : G ^ (1 + 1) * cosTransform R 1 G
        - amplitude R 1 * sin (G * R - ((1 : ℕ) : ℝ) * (π / 2))
        = 2 / R ^ 2 * sin (G * R) / G := by
      rw [h1, hs, ha]
      linear_combination (-cos (G * R)) * hk
    have hp : 0 < 2 / R ^ 2 := by positivity
    rw [key, abs_div, abs_of_pos hGp, abs_mul, abs_of_pos hp]
    exact div_le_div_of_nonneg_right
      (mul_le_of_le_one_right hp.le (abs_sin_le_one _)) hGp.le
  | n + 2 => by
    obtain ⟨K0, hK0, h0⟩ := cosTransform_asymptotics hR n
    obtain ⟨K1, hK1, h1⟩ := cosTransform_asymptotics hR (n + 1)
    have hA := amplitude_pos hR (n + 1)
    have ha : 0 ≤ 2 * ((n : ℝ) + 2) * (2 * n + 3) / R ^ 2 := by positivity
    have hb : 0 ≤ 4 * ((n : ℝ) + 1) * (n + 2) / R ^ 2 := by positivity
    refine ⟨2 * ((n : ℝ) + 2) * (2 * n + 3) / R ^ 2 * (K1 + amplitude R (n + 1))
      + 4 * ((n : ℝ) + 1) * (n + 2) / R ^ 2 * K0, by positivity, fun G hG => ?_⟩
    have hGp : 0 < G := by linarith
    have hX := abs_le_of_near_wave (h1 G hG) (abs_sin_le_one _) hA.le hK1 hG
    have hF := formFactor_eq_cosTransform hR.ne' hGp.ne' (n + 1)
    push_cast at hF
    -- three-term recursion in the smoothing power
    have hrec : G ^ 2 * cosTransform R (n + 2) G = 2 * ((n : ℝ) + 2) / R ^ 2 *
        ((2 * n + 3) * cosTransform R (n + 1) G - 2 * (n + 1) * cosTransform R n G) := by
      rw [div_mul_eq_mul_div, eq_div_iff (pow_ne_zero 2 hR.ne')]
      linear_combination (-G ^ 2) * hF + 2 * ((n : ℝ) + 2) * formFactor_succ hR.ne' hGp.ne' n
    have hs : sin (G * R - ((n + 2 : ℕ) : ℝ) * (π / 2))
        = -sin (G * R - (n : ℝ) * (π / 2)) := by
      rw [← sin_sub_pi]
      congr 1
      push_cast
      ring
    have hamp : amplitude R (n + 2) = 4 * ((n : ℝ) + 1) * (n + 2) / R ^ 2 * amplitude R n := by
      simp only [amplitude, Nat.factorial_succ]
      push_cast
      ring
    have hdiv : G ^ (n + 1 + 1) * cosTransform R (n + 1) G / G
        = G ^ (n + 1) * cosTransform R (n + 1) G := by
      rw [div_eq_iff hGp.ne']
      ring
    have key : G ^ (n + 2 + 1) * cosTransform R (n + 2) G
        - amplitude R (n + 2) * sin (G * R - ((n + 2 : ℕ) : ℝ) * (π / 2))
        = 2 * ((n : ℝ) + 2) * (2 * n + 3) / R ^ 2
            * (G ^ (n + 1 + 1) * cosTransform R (n + 1) G / G)
          - 4 * ((n : ℝ) + 1) * (n + 2) / R ^ 2 * (G ^ (n + 1) * cosTransform R n G
            - amplitude R n * sin (G * R - (n : ℝ) * (π / 2))) := by
      rw [hdiv, hs, hamp]
      linear_combination G ^ (n + 1) * hrec
    have hY : |G ^ (n + 1 + 1) * cosTransform R (n + 1) G / G|
        ≤ (K1 + amplitude R (n + 1)) / G := by
      rw [abs_div, abs_of_pos hGp]
      exact div_le_div_of_nonneg_right hX hGp.le
    have e1 := mul_le_mul_of_nonneg_left hY ha
    have e2 := mul_le_mul_of_nonneg_left (h0 G hG) hb
    rw [key, ← Real.norm_eq_abs]
    refine le_trans (norm_sub_le _ _) ?_
    rw [Real.norm_eq_abs, Real.norm_eq_abs, abs_mul, abs_mul, abs_of_nonneg ha,
      abs_of_nonneg hb]
    refine le_trans (add_le_add e1 e2) (le_of_eq ?_)
    ring

/-- For `R > 0` the form factor times `G^(n+2)` is `-R n! (2/R)^n cos(GR - nπ/2)`, up to an
error of order `1/G` on `G ≥ 1`. -/
theorem formFactor_asymptotics {R : ℝ} (hR : 0 < R) (n : ℕ) : ∃ K : ℝ, 0 ≤ K ∧
    ∀ G : ℝ, 1 ≤ G → |G ^ (n + 2) * formFactor R n G
      - R * amplitude R n * -cos (G * R - (n : ℝ) * (π / 2))| ≤ K / G := by
  obtain ⟨K, hK, h⟩ := cosTransform_asymptotics hR (n + 1)
  have hc : 0 ≤ R ^ 2 / (2 * ((n : ℝ) + 1)) := by positivity
  refine ⟨R ^ 2 / (2 * ((n : ℝ) + 1)) * K, by positivity, fun G hG => ?_⟩
  have hF : formFactor R n G = R ^ 2 / (2 * ((n : ℝ) + 1)) * cosTransform R (n + 1) G := by
    rw [div_mul_eq_mul_div, eq_div_iff (by positivity)]
    linear_combination formFactor_eq_cosTransform hR.ne' (by linarith : G ≠ 0) n
  have hs : sin (G * R - ((n + 1 : ℕ) : ℝ) * (π / 2)) = -cos (G * R - (n : ℝ) * (π / 2)) := by
    rw [← sin_sub_pi_div_two]
    congr 1
    push_cast
    ring
  have ha : R ^ 2 / (2 * ((n : ℝ) + 1)) * amplitude R (n + 1) = R * amplitude R n := by
    simp only [amplitude, Nat.factorial_succ, pow_succ]
    push_cast
    field_simp
  have key : G ^ (n + 2) * formFactor R n G
      - R * amplitude R n * -cos (G * R - (n : ℝ) * (π / 2))
      = R ^ 2 / (2 * ((n : ℝ) + 1)) * (G ^ (n + 1 + 1) * cosTransform R (n + 1) G
        - amplitude R (n + 1) * sin (G * R - ((n + 1 : ℕ) : ℝ) * (π / 2))) := by
    rw [hF, hs, ← ha]
    ring
  rw [key, abs_mul, abs_of_nonneg hc, mul_div_assoc]
  exact mul_le_mul_of_nonneg_left (h G hG) hc

/-- For `R > 0` the form factor times `G^(n+2)` is bounded on `G ≥ 1` but does not tend to
zero as `G` grows. -/
theorem formFactor_bounded_not_tendsto_zero {R : ℝ} (hR : 0 < R) (n : ℕ) :
    (∃ K : ℝ, ∀ G : ℝ, 1 ≤ G → |G ^ (n + 2) * formFactor R n G| ≤ K) ∧
      ¬ Tendsto (fun G : ℝ => G ^ (n + 2) * formFactor R n G) atTop (𝓝 0) := by
  obtain ⟨K, hK, h⟩ := formFactor_asymptotics hR n
  have hA : 0 < R * amplitude R n := mul_pos hR (amplitude_pos hR n)
  refine ⟨⟨K + R * amplitude R n, fun G hG => abs_le_of_near_wave (h G hG)
    (by rw [abs_neg]; exact abs_cos_le_one _) hA.le hK hG⟩, fun h0 => ?_⟩
  have he : Tendsto (fun G : ℝ => G ^ (n + 2) * formFactor R n G
      - R * amplitude R n * -cos (G * R - (n : ℝ) * (π / 2))) atTop (𝓝 0) := by
    refine squeeze_zero_norm' (a := fun G : ℝ => K / G) ?_
      (tendsto_const_nhds.div_atTop tendsto_id)
    filter_upwards [eventually_ge_atTop 1] with G hG
    exact h G hG
  -- wave numbers at which the cosine equals one
  have hseq : Tendsto (fun m : ℕ => ((n : ℝ) * (π / 2) + (m : ℝ) * (2 * π)) / R)
      atTop atTop :=
    (tendsto_atTop_add_const_left _ _
      (tendsto_natCast_atTop_atTop.atTop_mul_const two_pi_pos)).atTop_div_const hR
  have hcos : ∀ m : ℕ, cos (((n : ℝ) * (π / 2) + (m : ℝ) * (2 * π)) / R * R
      - (n : ℝ) * (π / 2)) = 1 := by
    intro m
    rw [div_mul_cancel₀ _ hR.ne', add_sub_cancel_left, cos_nat_mul_two_pi]
  have hc := (he.sub h0).comp hseq
  rw [sub_zero] at hc
  have hlim : Tendsto (fun _ : ℕ => R * amplitude R n) atTop (𝓝 0) := by
    refine hc.congr fun m => ?_
    simp only [Function.comp_apply, hcos]
    ring
  exact hA.ne' (tendsto_nhds_unique tendsto_const_nhds hlim)

/-- For `R > 0` and real `s`, the form factor times `G^s` is bounded on `G ≥ 1` exactly when
`s ≤ n + 2`. -/
theorem decay_exponent {R : ℝ} (hR : 0 < R) (n : ℕ) (s : ℝ) :
    (∃ K : ℝ, ∀ G : ℝ, 1 ≤ G → |G ^ s * formFactor R n G| ≤ K) ↔ s ≤ n + 2 := by
  obtain ⟨⟨K, hK⟩, hnot⟩ := formFactor_bounded_not_tendsto_zero hR n
  have hpow : ∀ G : ℝ, G ^ ((n : ℝ) + 2) = G ^ (n + 2) := by
    intro G
    rw [← Real.rpow_natCast]
    push_cast
    rfl
  constructor
  · rintro ⟨L, hL⟩
    by_contra hs
    have hs' : 0 < s - (n + 2) := by linarith [not_le.1 hs]
    -- a faster decay would force the scaled form factor to vanish at large `G`
    apply hnot
    refine squeeze_zero_norm' (a := fun G : ℝ => G ^ (-(s - (n + 2))) * L) ?_
      (by simpa only [zero_mul] using (tendsto_rpow_neg_atTop hs').mul_const L)
    filter_upwards [eventually_ge_atTop 1] with G hG
    have hGp : 0 < G := by linarith
    have e : G ^ (n + 2) = G ^ (-(s - (n + 2))) * G ^ s := by
      rw [← Real.rpow_add hGp, ← hpow]
      congr 1
      ring
    have hq : 0 ≤ G ^ (-(s - (n + 2))) := Real.rpow_nonneg hGp.le _
    rw [Real.norm_eq_abs, e, mul_assoc, abs_mul, abs_of_nonneg hq]
    exact mul_le_mul_of_nonneg_left (hL G hG) hq
  · intro hs
    refine ⟨K, fun G hG => le_trans ?_ (hK G hG)⟩
    have hGp : 0 < G := by linarith
    rw [abs_mul, abs_mul, abs_of_pos (Real.rpow_pos_of_pos hGp s), abs_of_pos (pow_pos hGp _),
      ← hpow]
    exact mul_le_mul_of_nonneg_right (Real.rpow_le_rpow_of_exponent_le hG hs) (abs_nonneg _)

end

end SmoothPseudocharge
```

```lean
#print axioms SmoothPseudocharge.hasDerivAt_profile
-- 'SmoothPseudocharge.hasDerivAt_profile' depends on axioms: [propext, Classical.choice, Quot.sound]
#print axioms SmoothPseudocharge.decay_exponent
-- 'SmoothPseudocharge.decay_exponent' depends on axioms: [propext, Classical.choice, Quot.sound]
```
